# The exponential of a real antisymmetric matrix has determinant 1, so it is never the sign flip of a single orbital

Before I take the logarithm of $U = C_1^T S C_2$ to find the rotation between two sets of real orthonormal orbitals that span the same space, I check $\det U$. If it is $-1$, I reverse the sign of one column of $C_2$. My reason is that $\exp(K)$ with $K$ real and antisymmetric is orthogonal with determinant exactly $+1$, so no such $K$ can produce a $U$ of determinant $-1$. Can this be made rigorous and machine-checked, including the case where the orbitals are updated many times in succession?

## Half the generator fixes the sign of the determinant

Yes. Let $K$ be a real $n\times n$ matrix with $K^T=-K$. Transposing the exponential series term by term gives $\exp(K)^T=\exp(K^T)=\exp(-K)$. Since $-K$ and $K$ commute,
$$\exp(K)^T\exp(K)=\exp(-K+K)=1 .$$

Orthogonality alone allows determinant $+1$ or $-1$. To decide between them, set $R=\exp(K/2)$. The matrix $K/2$ is also antisymmetric, so $R^TR=1$ and $(\det R)^2=1$. Because $K/2$ commutes with itself, $\exp(K)=R^2$, and therefore
$$\det\exp(K)=(\det R)^2=1 .$$

Let $F_p$ be the diagonal matrix with $-1$ at orbital $p$ and $1$ elsewhere. Then $F_p^TF_p=1$ and $\det F_p=-1$, so $F_p\neq\exp(K)$ for every antisymmetric $K$.

## Many updates do not help

Let $S$ be the overlap matrix and $C$ a square coefficient matrix with $C^TSC=1$. After one update $C'=C\exp(K)$,
$$C'^TSC'=\exp(K)^T(C^TSC)\exp(K)=1,\qquad \det C'=\det C .$$
By induction, both properties survive any finite sequence of updates. If a sequence ended at $CF_p$, then $\det C=-\det C$, hence $\det C=0$. This contradicts $(\det C)^2\det S=1$.

## Two orbitals: every rotation is reached

Represent $a+ib$ by the real matrix $\begin{pmatrix}a&-b\\b&a\end{pmatrix}$. This map respects sums, products and limits, so it carries the exponential series of $i\theta$ to that of its matrix. Euler's formula then gives
$$\exp\begin{pmatrix}0&-\theta\\\theta&0\end{pmatrix}=\begin{pmatrix}\cos\theta&-\sin\theta\\\sin\theta&\cos\theta\end{pmatrix}.$$

Conversely, let $Q$ be an orthogonal $2\times2$ matrix of determinant 1, with indices 0 and 1. Its columns are normalised, so
$$(Q_{00}-Q_{11})^2+(Q_{01}+Q_{10})^2=2-2\det Q=0 .$$
Thus $Q_{11}=Q_{00}$ and $Q_{01}=-Q_{10}$. Since $Q_{00}^2+Q_{10}^2=1$, there is an angle $\theta$ with $Q_{00}=\cos\theta$ and $Q_{10}=\sin\theta$, and $Q$ is the rotation above. At $\theta=\pi$ it is $-1$: both signs can be reversed together.

## What antisymmetry and orthonormality contribute

Without antisymmetry, $K=\mathrm{diag}(1,0)$ gives $\exp(K)=\mathrm{diag}(e,1)$, which is not orthogonal and has determinant $e$. The determinant stays positive, however: $\det\exp(K)=(\det\exp(K/2))^2>0$ for every real $K$, so a single flip is still excluded. In the argument about the flip, orthonormality of the starting orbitals serves only to give $\det C\neq0$, and linear independence would be enough. Some such condition is needed for the matrix statement, because $C=0$, which describes no orbitals, satisfies $C=CF_p$.

## The Lean file and its reading

```lean
import Mathlib

open Matrix
open NormedSpace (exp)

namespace OrbitalRotationExponential

noncomputable section

variable {n : Type*} [Fintype n] [DecidableEq n]

/-- The matrix that reverses the sign of orbital `p` and leaves all others unchanged. -/
def signFlip (p : n) : Matrix n n ℝ :=
  diagonal (fun i => if i = p then -1 else 1)

/-- The orbital coefficients obtained from `C` by successive updates `C ↦ C exp(K)`,
with `K` running through a list of generators. -/
def rotateOrbitals (C : Matrix n n ℝ) (Ks : List (Matrix n n ℝ)) : Matrix n n ℝ :=
  Ks.foldl (fun D K => D * exp K) C

/-- The exponential of a real antisymmetric matrix is orthogonal. -/
theorem exp_orthogonal {K : Matrix n n ℝ} (hK : Kᵀ = -K) :
    (exp K)ᵀ * exp K = 1 := by
  -- transposition reverses the rotation
  rw [← Matrix.exp_transpose, hK,
    ← Matrix.exp_add_of_commute _ _ (Commute.neg_left (Commute.refl K)),
    neg_add_cancel, NormedSpace.exp_zero]

/-- The exponential of a real square matrix is the square of the exponential of half that matrix. -/
theorem exp_eq_half_mul_half (K : Matrix n n ℝ) :
    exp K = exp ((1 / 2 : ℝ) • K) * exp ((1 / 2 : ℝ) • K) := by
  rw [← Matrix.exp_add_of_commute _ _ (Commute.refl _), ← add_smul]
  norm_num

/-- The exponential of a real antisymmetric matrix has determinant exactly 1. -/
theorem det_exp_eq_one {K : Matrix n n ℝ} (hK : Kᵀ = -K) : (exp K).det = 1 := by
  have hhalf : ((1 / 2 : ℝ) • K)ᵀ = -((1 / 2 : ℝ) • K) := by
    rw [transpose_smul, hK, smul_neg]
  -- the half rotation is orthogonal, so its determinant squares to one
  have h := congrArg Matrix.det (exp_orthogonal hhalf)
  rw [det_mul, det_transpose, det_one] at h
  rw [exp_eq_half_mul_half K, det_mul]
  exact h

/-- The sign flip of a single orbital is orthogonal and has determinant -1. -/
theorem signFlip_orthogonal_det (p : n) :
    (signFlip p)ᵀ * signFlip p = 1 ∧ (signFlip p).det = -1 := by
  constructor
  · unfold signFlip
    rw [diagonal_transpose, diagonal_mul_diagonal, ← diagonal_one]
    refine congrArg diagonal (funext fun i => ?_)
    by_cases h : i = p <;> simp [h]
  · simp [signFlip, det_diagonal]

/-- No matrix of determinant -1 is the exponential of a real antisymmetric matrix. -/
theorem exp_ne_of_det_eq_neg_one {K Q : Matrix n n ℝ} (hK : Kᵀ = -K)
    (hQ : Q.det = -1) : exp K ≠ Q := by
  intro h
  have h1 := det_exp_eq_one hK
  rw [h, hQ] at h1
  norm_num at h1

/-- Successive updates by exponentials of antisymmetric matrices keep orbitals that are orthonormal
in the overlap metric `S` orthonormal and leave the determinant of the coefficient matrix unchanged.
-/
theorem rotateOrbitals_invariants {S : Matrix n n ℝ} (Ks : List (Matrix n n ℝ))
    (C : Matrix n n ℝ) (hKs : ∀ K ∈ Ks, Kᵀ = -K) (hC : Cᵀ * S * C = 1) :
    (rotateOrbitals C Ks)ᵀ * S * rotateOrbitals C Ks = 1 ∧
      (rotateOrbitals C Ks).det = C.det := by
  induction Ks generalizing C with
  | nil => exact ⟨hC, rfl⟩
  | cons K Ks ih =>
    have hK : Kᵀ = -K := hKs K (by simp)
    have hrest : ∀ L ∈ Ks, Lᵀ = -L := fun L hL => hKs L (List.mem_cons_of_mem _ hL)
    -- one update preserves orthonormality
    have hstep : (C * exp K)ᵀ * S * (C * exp K) = 1 := by
      calc (C * exp K)ᵀ * S * (C * exp K)
          = (exp K)ᵀ * (Cᵀ * S * C) * exp K := by
            simp only [transpose_mul, Matrix.mul_assoc]
        _ = 1 := by rw [hC, mul_one, exp_orthogonal hK]
    have hdet : (C * exp K).det = C.det := by
      rw [det_mul, det_exp_eq_one hK, mul_one]
    have h : (rotateOrbitals (C * exp K) Ks)ᵀ * S * rotateOrbitals (C * exp K) Ks = 1 ∧
        (rotateOrbitals (C * exp K) Ks).det = (C * exp K).det := by
      apply ih <;> first | exact hrest | exact hstep
    rw [hdet] at h
    exact h

/-- Starting from orthonormal orbitals `C`, no sequence of updates by exponentials of antisymmetric
matrices leads to the same orbitals with the sign of a single one reversed. -/
theorem signFlip_unreachable {S C : Matrix n n ℝ} (hC : Cᵀ * S * C = 1)
    (Ks : List (Matrix n n ℝ)) (hKs : ∀ K ∈ Ks, Kᵀ = -K) (p : n) :
    rotateOrbitals C Ks ≠ C * signFlip p := by
  intro h
  have hdet := (rotateOrbitals_invariants Ks C hKs hC).2
  rw [h, det_mul, (signFlip_orthogonal_det p).2] at hdet
  -- the determinant of C would have to vanish, against orthonormality
  have h0 : C.det = 0 := by linarith
  have h1 := congrArg Matrix.det hC
  rw [det_mul, h0, mul_zero, det_one] at h1
  exact zero_ne_one h1

/-- For two orbitals, the antisymmetric generator with lower-left entry `θ` gives the plane rotation
by the angle `θ`. -/
theorem exp_two_orbitals (θ : ℝ) :
    exp !![0, -θ; θ, 0] = !![Real.cos θ, -Real.sin θ; Real.sin θ, Real.cos θ] := by
  -- represent complex numbers as real 2 × 2 matrices and use Euler's formula
  have hc : Continuous (Algebra.leftMulMatrix Complex.basisOneI) :=
    (Algebra.leftMulMatrix Complex.basisOneI).toLinearMap.continuous_of_finiteDimensional
  have h : Algebra.leftMulMatrix Complex.basisOneI (exp ((θ : ℂ) * Complex.I)) =
      exp (Algebra.leftMulMatrix Complex.basisOneI ((θ : ℂ) * Complex.I)) := by
    open scoped Matrix.Norms.Operator in
    exact NormedSpace.map_exp _ hc _
  rw [← Complex.exp_eq_exp_ℂ, Algebra.leftMulMatrix_complex,
    Algebra.leftMulMatrix_complex] at h
  simpa [Complex.exp_ofReal_mul_I_re, Complex.exp_ofReal_mul_I_im] using h.symm

/-- For two orbitals, the exponentials of antisymmetric matrices are exactly the orthogonal
matrices of determinant 1. -/
theorem two_orbitals_reachable_iff (Q : Matrix (Fin 2) (Fin 2) ℝ) :
    (∃ K : Matrix (Fin 2) (Fin 2) ℝ, Kᵀ = -K ∧ exp K = Q) ↔ Qᵀ * Q = 1 ∧ Q.det = 1 := by
  constructor
  · rintro ⟨K, hK, rfl⟩
    exact ⟨exp_orthogonal hK, det_exp_eq_one hK⟩
  · rintro ⟨hQ, hd⟩
    have h00 := congrFun (congrFun hQ 0) 0
    have h11 := congrFun (congrFun hQ 1) 1
    simp [Matrix.mul_apply, Fin.sum_univ_two] at h00 h11
    rw [det_fin_two] at hd
    -- orthogonality and unit determinant force the form of a plane rotation
    have e1 : Q 1 1 = Q 0 0 := by
      nlinarith [sq_nonneg (Q 0 0 - Q 1 1), sq_nonneg (Q 0 1 + Q 1 0)]
    have e2 : Q 0 1 = -Q 1 0 := by
      nlinarith [sq_nonneg (Q 0 0 - Q 1 1), sq_nonneg (Q 0 1 + Q 1 0)]
    -- the angle is the argument of the first column read as a complex number
    let z : ℂ := ⟨Q 0 0, Q 1 0⟩
    have hz : ‖z‖ = 1 := by
      refine (pow_eq_one_iff_of_nonneg (norm_nonneg z) two_ne_zero).mp ?_
      rw [Complex.sq_norm, Complex.normSq_apply]
      exact h00
    have hp := Complex.norm_mul_exp_arg_mul_I z
    rw [hz, Complex.ofReal_one, one_mul] at hp
    have hcos : Real.cos z.arg = Q 0 0 := by
      rw [← Complex.exp_ofReal_mul_I_re, hp]
    have hsin : Real.sin z.arg = Q 1 0 := by
      rw [← Complex.exp_ofReal_mul_I_im, hp]
    refine ⟨!![0, -z.arg; z.arg, 0], ?_, ?_⟩
    · ext i j
      fin_cases i <;> fin_cases j <;> simp
    · rw [exp_two_orbitals, hcos, hsin]
      ext i j
      fin_cases i <;> fin_cases j <;> simp [e1, e2]

/-- Reversing the signs of both orbitals of a pair is a rotation by the angle `π`. -/
theorem double_signFlip_reached :
    exp !![0, -Real.pi; Real.pi, 0] = (-1 : Matrix (Fin 2) (Fin 2) ℝ) := by
  rw [exp_two_orbitals]
  ext i j
  fin_cases i <;> fin_cases j <;> simp

end

end OrbitalRotationExponential
```

```lean
#print axioms OrbitalRotationExponential.exp_ne_of_det_eq_neg_one
#print axioms OrbitalRotationExponential.signFlip_unreachable
#print axioms OrbitalRotationExponential.two_orbitals_reachable_iff
#print axioms OrbitalRotationExponential.double_signFlip_reached
```

```
'OrbitalRotationExponential.exp_ne_of_det_eq_neg_one' depends on axioms: [propext, Classical.choice, Quot.sound]
'OrbitalRotationExponential.signFlip_unreachable' depends on axioms: [propext, Classical.choice, Quot.sound]
'OrbitalRotationExponential.two_orbitals_reachable_iff' depends on axioms: [propext, Classical.choice, Quot.sound]
'OrbitalRotationExponential.double_signFlip_reached' depends on axioms: [propext, Classical.choice, Quot.sound]
```

The type `n` labels the orbitals and may be any finite type. The hypothesis `Kᵀ = -K` is antisymmetry, and `exp` is Mathlib's exponential, defined by the power series. The matrix $F_p$ is `signFlip p`.

`rotateOrbitals C Ks` multiplies `C` from the right by the exponentials of the generators in the list `Ks`, first entry first. Each generator therefore refers to the current orbitals, as in an SCF procedure that resets its reference after every step. The generators are arbitrary antisymmetric matrices; no energy, gradient or convergence criterion enters.

The main statements are these:

- `exp_orthogonal` and `det_exp_eq_one` give orthogonality and determinant 1 for every finite size.
- `exp_ne_of_det_eq_neg_one` excludes every matrix of determinant $-1$, and `signFlip_orthogonal_det` shows that the single flip is one of them.
- `signFlip_unreachable` says that no list of antisymmetric generators leads from $C$ to $CF_p$.
- `two_orbitals_reachable_iff` identifies the matrices reached for two orbitals as exactly the orthogonal ones of determinant 1, and `double_signFlip_reached` gives the double flip.

The overlap enters only through `Cᵀ * S * C = 1`. Both matrices are square, so there are as many orbitals as basis functions; a rectangular coefficient matrix, as left after removing linear dependencies, is not covered by the theorems on updates. The check of $\det U$ from the opening needs only a square $U$, and `exp_ne_of_det_eq_neg_one` applies to it even when $C_1$ and $C_2$ are rectangular. Complex orbitals are not treated either, and the converse is proved only for two orbitals.

For real orbitals, as many as there are basis functions, the result says that no sequence of such rotations, in an SCF or orbital-matching procedure, connects two orthonormal sets whose coefficient determinants have opposite signs. For a state given by a single Slater determinant, the obstruction concerns the signs of the orbitals and not the physical state: reversing the sign of one orbital changes the Slater determinant at most by an overall sign.

## How the proofs follow the calculation

In `exp_orthogonal`, `Matrix.exp_transpose` moves the transpose into the exponent, and `Matrix.exp_add_of_commute` combines the two commuting exponents into zero. The same addition rule proves `exp_eq_half_mul_half`. In `det_exp_eq_one`, `hhalf` records that $K/2$ is antisymmetric; taking determinants of its orthogonality relation gives $(\det R)^2=1$, which is the goal once $\exp(K)$ is written as a square.

`rotateOrbitals_invariants` is an induction over the list, with `C` left general because the orbitals change at each step. Its `hstep` and `hdet` are the two one-step identities above. `signFlip_unreachable` then derives `C.det = 0` and contradicts orthonormality.

For two orbitals, `Algebra.leftMulMatrix Complex.basisOneI` is the matrix representation of complex numbers, and `NormedSpace.map_exp` carries the exponential through it, using continuity. In the converse, `nlinarith` obtains `e1` and `e2` from the vanishing sum of two squares. The angle is the argument of the complex number `z` $=Q_{00}+iQ_{10}$, which has modulus 1.
